# The k-point (1, 0), weighted for the whole star (±1, 0), (0, ±1) with v(k) = k, gives 1 for the average of v_x², not 1/2, until its tensor is symmetrized

## Does the star weight suffice for a velocity tensor?

Take the four k-points $(1,0)$, $(0,1)$, $(-1,0)$, $(0,-1)$, related by quarter turns, and set $v(k)=k$. I keep $(1,0)$ as the only irreducible point and give it the weight of the whole star, which is one. For an invariant scalar this reproduces the average over all four points. For $v_x^2$ it gives 1, while the four points give $1/2$. I believe that averaging the tensor over the symmetry operations repairs this, and that it does so for any symmetric mesh. Can both the failure and the repair be stated rigorously and checked in Lean?

## The weight counts points, and the group average restores directions

Let a finite group $G$ act on a finite, nonempty mesh $K$ of $N$ points, and let $\rho(g)$ be the real matrix by which $g$ acts on vector components. A rank-two tensor field $T$ is covariant if

$$T(gk)=\rho(g)\,T(k)\,\rho(g)^T .$$

A folding map $r$ sends each mesh point to a symmetry-equivalent representative: for every $k$ there is an $h\in G$ with $h\,r(k)=k$. The weight $w_p$ is the fraction of mesh points folded onto $p$. Three quantities are needed:

$$\bar T=\frac1N\sum_k T(k),\qquad I=\sum_p w_p\,T(p),\qquad S(M)=\frac1{|G|}\sum_g\rho(g)M\rho(g)^T .$$

They are the full average, the raw irreducible sum and the symmetrization of a matrix $M$. The claim is $S(I)=\bar T$.

The main example is $T(k)=f(k)\,v(k)v(k)^T$. If $f(gk)=f(k)$ and $v(gk)=\rho(g)v(k)$, then $T(gk)=f(k)\,\rho(g)v(k)v(k)^T\rho(g)^T$, so $T$ is covariant. Physically, the first condition holds when $f$ depends on $k$ only through a band energy that has the symmetry of the crystal, and the second says that velocities rotate with the k-point.

### From representatives back to the mesh

Group the mesh points by their representative:

$$I=\frac1N\sum_p\sum_{k:\,r(k)=p}T(p)=\frac1N\sum_k T(r(k)).$$

Covariance then gives

$$\rho(g)\,I\,\rho(g)^T=\frac1N\sum_k T(g\,r(k)).$$

For fixed $k$, choose $h$ with $h\,r(k)=k$. As $g$ runs through the group, so does $gh$, and therefore

$$\sum_g T(g\,r(k))=\sum_g T(gh\,r(k))=\sum_g T(gk).$$

The choice of representative has disappeared. Since each $g$ permutes the mesh,

$$S(I)=\frac1{N|G|}\sum_g\sum_k T(gk)=\frac1{N|G|}\,|G|\sum_k T(k)=\bar T .$$

This also settles when the raw sum is already correct. The full average satisfies $\rho(g)\bar T\rho(g)^T=\bar T$, because $g$ permutes the mesh, so $I=\bar T$ forces $I$ to be invariant under every operation. Conversely, if $I$ is invariant, then $S(I)=I$, and hence $I=\bar T$.

If the matrices are orthogonal, $\operatorname{tr}(\rho I\rho^T)=\operatorname{tr}(\rho^T\rho I)=\operatorname{tr}I$. Averaging over $G$ gives $\operatorname{tr}I=\operatorname{tr}\bar T$, so a correct trace is no evidence that the individual components are correct.

### The four-point star in numbers

With $f=1$ and $v(k)=k$, the points $(\pm1,0)$ each contribute $\operatorname{diag}(1,0)$ and the points $(0,\pm1)$ each contribute $\operatorname{diag}(0,1)$. Thus

$$\bar T=\tfrac14\operatorname{diag}(2,2)=\operatorname{diag}(\tfrac12,\tfrac12),\qquad I=1\cdot\operatorname{diag}(1,0).$$

The $xx$ entries are $1/2$ and $1$, while both traces are 1. A quarter turn carries $\operatorname{diag}(1,0)$ to $\operatorname{diag}(0,1)$ and a half turn leaves it unchanged. The average over the four rotations is therefore $\operatorname{diag}(\tfrac12,\tfrac12)$, as required.

### The Lean file

```lean
import Mathlib

open Matrix

namespace TensorSymmetrization

noncomputable section

variable {G K n : Type*} [Group G] [Fintype G] [Fintype K] [DecidableEq K]
  [MulAction G K] [Fintype n]

/-- A tensor field on the k-mesh is covariant if moving the k-point by a symmetry operation
transforms both tensor indices with the matrix of that operation. -/
def IsCovariant (ρ : G → Matrix n n ℝ) (T : K → Matrix n n ℝ) : Prop :=
  ∀ g k, T (g • k) = ρ g * T k * (ρ g)ᵀ

/-- The average of a tensor field over the full k-mesh. -/
def fullAverage (T : K → Matrix n n ℝ) : Matrix n n ℝ :=
  (Fintype.card K : ℝ)⁻¹ • ∑ k, T k

/-- The weight of the point `p`: the fraction of mesh points that the map `r` folds onto `p`. -/
def foldWeight (r : K → K) (p : K) : ℝ :=
  ((Finset.univ.filter fun k => r k = p).card : ℝ) / (Fintype.card K : ℝ)

/-- The weighted sum of a tensor field over the representative points, without symmetrization. -/
def irreducibleSum (r : K → K) (T : K → Matrix n n ℝ) : Matrix n n ℝ :=
  ∑ p, foldWeight r p • T p

/-- The average of a tensor over all symmetry operations. -/
def symmetrize (ρ : G → Matrix n n ℝ) (M : Matrix n n ℝ) : Matrix n n ℝ :=
  (Fintype.card G : ℝ)⁻¹ • ∑ g, ρ g * M * (ρ g)ᵀ

/-- The velocity tensor `f(k) v_i(k) v_j(k)` with a scalar weight `f`. -/
def velocityTensor (f : K → ℝ) (v : K → n → ℝ) (k : K) : Matrix n n ℝ :=
  f k • vecMulVec (v k) (v k)

omit [Fintype G] [Fintype K] [DecidableEq K] in
/-- The velocity tensor is covariant when its scalar weight is invariant and the velocity
rotates with the k-point. -/
theorem velocityTensor_covariant {ρ : G → Matrix n n ℝ} {f : K → ℝ} {v : K → n → ℝ}
    (hf : ∀ (g : G) k, f (g • k) = f k) (hv : ∀ (g : G) k, v (g • k) = ρ g *ᵥ v k) :
    IsCovariant ρ (velocityTensor f v) := by
  intro g k
  simp only [velocityTensor]
  rw [hf, hv, Matrix.mul_smul, Matrix.smul_mul, Matrix.mul_vecMulVec, Matrix.vecMulVec_mul,
    Matrix.vecMul_transpose]

omit [Fintype n] in
/-- The weighted sum over representatives equals the mesh average in which every point
is replaced by its representative. -/
theorem irreducibleSum_eq (r : K → K) (T : K → Matrix n n ℝ) :
    irreducibleSum r T = (Fintype.card K : ℝ)⁻¹ • ∑ k, T (r k) := by
  unfold irreducibleSum
  rw [← Finset.sum_fiberwise Finset.univ r (fun k => T (r k)), Finset.smul_sum]
  refine Finset.sum_congr rfl fun p _ => ?_
  have h : ∑ k ∈ Finset.univ.filter (fun k => r k = p), T (r k)
      = ((Finset.univ.filter fun k => r k = p).card : ℝ) • T p := by
    calc _ = ∑ k ∈ Finset.univ.filter (fun k => r k = p), T p :=
          Finset.sum_congr rfl fun k hk => by rw [(Finset.mem_filter.mp hk).2]
      _ = _ := by rw [Finset.sum_const, Nat.cast_smul_eq_nsmul]
  rw [h, smul_smul, foldWeight, div_eq_inv_mul]

omit [Fintype G] [DecidableEq K] in
/-- Rotating a mesh average of a covariant tensor field moves all sampled k-points. -/
theorem rotate_average {ρ : G → Matrix n n ℝ} {T : K → Matrix n n ℝ}
    (hT : IsCovariant ρ T) (g : G) (r : K → K) (c : ℝ) :
    ρ g * (c • ∑ k, T (r k)) * (ρ g)ᵀ = c • ∑ k, T (g • r k) := by
  rw [Matrix.mul_smul, Matrix.smul_mul, Matrix.mul_sum, Matrix.sum_mul]
  congr 1
  exact Finset.sum_congr rfl fun k _ => (hT g (r k)).symm

/-- Symmetrizing the weighted sum over representative points gives the full-mesh average,
for every covariant tensor field and every choice of symmetry-equivalent representatives. -/
theorem symmetrize_irreducibleSum {ρ : G → Matrix n n ℝ} {T : K → Matrix n n ℝ} {r : K → K}
    (hT : IsCovariant ρ T) (hr : ∀ k, ∃ g : G, g • r k = k) :
    symmetrize ρ (irreducibleSum r T) = fullAverage T := by
  have hG : (Fintype.card G : ℝ) ≠ 0 := Nat.cast_ne_zero.mpr Fintype.card_ne_zero
  -- the sum over the group does not see which point of the star was chosen
  have orbit : ∀ k, ∑ g : G, T (g • r k) = ∑ g : G, T (g • k) := by
    intro k
    obtain ⟨h, hh⟩ := hr k
    calc ∑ g : G, T (g • r k) = ∑ g : G, T ((g * h) • r k) :=
          (Equiv.sum_comp (Equiv.mulRight h) (fun g : G => T (g • r k))).symm
      _ = ∑ g : G, T (g • k) :=
          Finset.sum_congr rfl fun g _ => by rw [mul_smul, hh]
  -- each operation permutes the full mesh
  have key : ∑ g : G, ∑ k, T (g • r k) = (Fintype.card G : ℝ) • ∑ k, T k := by
    calc ∑ g : G, ∑ k, T (g • r k) = ∑ k, ∑ g : G, T (g • r k) := Finset.sum_comm
      _ = ∑ k, ∑ g : G, T (g • k) := Finset.sum_congr rfl fun k _ => orbit k
      _ = ∑ g : G, ∑ k, T (g • k) := Finset.sum_comm
      _ = ∑ _g : G, ∑ k, T k :=
          Finset.sum_congr rfl fun g _ => Equiv.sum_comp (MulAction.toPerm g) T
      _ = _ := by rw [Finset.sum_const, Finset.card_univ, Nat.cast_smul_eq_nsmul]
  unfold symmetrize fullAverage
  rw [irreducibleSum_eq, Finset.sum_congr rfl fun g _ => rotate_average hT g r _,
    ← Finset.smul_sum, key, smul_comm, inv_smul_smul₀ hG]

/-- The unsymmetrized sum over representatives equals the full-mesh average exactly when it is
invariant under every symmetry operation. -/
theorem irreducibleSum_eq_fullAverage_iff {ρ : G → Matrix n n ℝ} {T : K → Matrix n n ℝ}
    {r : K → K} (hT : IsCovariant ρ T) (hr : ∀ k, ∃ g : G, g • r k = k) :
    irreducibleSum r T = fullAverage T ↔
      ∀ g, ρ g * irreducibleSum r T * (ρ g)ᵀ = irreducibleSum r T := by
  have hG : (Fintype.card G : ℝ) ≠ 0 := Nat.cast_ne_zero.mpr Fintype.card_ne_zero
  constructor
  · intro h g
    rw [h]
    refine (rotate_average hT g (fun k => k) _).trans ?_
    unfold fullAverage
    congr 1
    exact Equiv.sum_comp (MulAction.toPerm g) T
  · intro h
    rw [← symmetrize_irreducibleSum hT hr, symmetrize, Finset.sum_congr rfl fun g _ => h g,
      Finset.sum_const, Finset.card_univ, ← Nat.cast_smul_eq_nsmul ℝ, inv_smul_smul₀ hG]

/-- For orthogonal symmetry operations the trace of the unsymmetrized sum already equals the
trace of the full-mesh average. -/
theorem trace_irreducibleSum [DecidableEq n] {ρ : G → Matrix n n ℝ} {T : K → Matrix n n ℝ}
    {r : K → K} (hT : IsCovariant ρ T) (hr : ∀ k, ∃ g : G, g • r k = k)
    (hρ : ∀ g, (ρ g)ᵀ * ρ g = 1) :
    (irreducibleSum r T).trace = (fullAverage T).trace := by
  have hG : (Fintype.card G : ℝ) ≠ 0 := Nat.cast_ne_zero.mpr Fintype.card_ne_zero
  have h : ∀ g, (ρ g * irreducibleSum r T * (ρ g)ᵀ).trace = (irreducibleSum r T).trace := by
    intro g
    rw [Matrix.trace_mul_cycle, hρ, one_mul]
  rw [← symmetrize_irreducibleSum hT hr, symmetrize, Matrix.trace_smul, Matrix.trace_sum,
    Finset.sum_congr rfl fun g _ => h g, Finset.sum_const, Finset.card_univ, nsmul_eq_mul,
    smul_eq_mul, inv_mul_cancel_left₀ hG]

/-- The four-point star (1,0), (0,1), (-1,0), (0,-1), listed counter-clockwise. -/
def crossStar : ZMod 4 → Fin 2 → ℝ :=
  fun k => (![![1, 0], ![0, 1], ![-1, 0], ![0, -1]] : Fin 4 → Fin 2 → ℝ) k

/-- The tensor `v_i v_j` on the four-point star with `v(k) = k`. -/
def crossTensor : ZMod 4 → Matrix (Fin 2) (Fin 2) ℝ :=
  velocityTensor (fun _ => 1) crossStar

/-- The rotation of the plane by a given number of quarter turns. -/
def rotation (g : Multiplicative (ZMod 4)) : Matrix (Fin 2) (Fin 2) ℝ :=
  !![0, -1; 1, 0] ^ (Multiplicative.toAdd g).val

/-- On the four-point star the tensor `v_i v_j` is covariant under quarter turns, and every point is
reached from (1,0) by some number of such turns. -/
theorem crossStar_witness :
    IsCovariant rotation crossTensor ∧
      ∀ k : ZMod 4, ∃ g : Multiplicative (ZMod 4), g • (0 : ZMod 4) = k := by
  -- one quarter turn moves each point to the next one
  have step : ∀ k : ZMod 4, crossStar (k + 1) = !![0, -1; 1, 0] *ᵥ crossStar k := by
    intro k
    have h : ∀ k : ZMod 4, k = 0 ∨ k = 1 ∨ k = 2 ∨ k = 3 := by decide
    rcases h k with rfl | rfl | rfl | rfl
    · change (![0, 1] : Fin 2 → ℝ) = !![0, -1; 1, 0] *ᵥ ![1, 0]
      ext i; fin_cases i <;> simp [Matrix.mulVec, dotProduct, Fin.sum_univ_two]
    · change (![-1, 0] : Fin 2 → ℝ) = !![0, -1; 1, 0] *ᵥ ![0, 1]
      ext i; fin_cases i <;> simp [Matrix.mulVec, dotProduct, Fin.sum_univ_two]
    · change (![0, -1] : Fin 2 → ℝ) = !![0, -1; 1, 0] *ᵥ ![-1, 0]
      ext i; fin_cases i <;> simp [Matrix.mulVec, dotProduct, Fin.sum_univ_two]
    · change (![1, 0] : Fin 2 → ℝ) = !![0, -1; 1, 0] *ᵥ ![0, -1]
      ext i; fin_cases i <;> simp [Matrix.mulVec, dotProduct, Fin.sum_univ_two]
  have turns : ∀ (m : ℕ) (k : ZMod 4),
      crossStar ((m : ZMod 4) + k) = !![0, -1; 1, 0] ^ m *ᵥ crossStar k := by
    intro m k
    induction m with
    | zero => simp
    | succ m ih =>
      have h : ((m + 1 : ℕ) : ZMod 4) + k = ((m : ZMod 4) + k) + 1 := by
        push_cast; ring
      rw [h, step, ih, Matrix.mulVec_mulVec, ← pow_succ']
  refine ⟨velocityTensor_covariant (fun _ _ => rfl) fun g k => ?_, fun k =>
    ⟨Multiplicative.ofAdd k, add_zero k⟩⟩
  have h := turns (Multiplicative.toAdd g).val k
  rw [ZMod.natCast_zmod_val] at h
  exact h

/-- On the four-point star the full average of `v_x²` is 1/2, while the single representative
(1,0), which carries weight one, gives 1. -/
theorem crossStar_counterexample :
    fullAverage crossTensor 0 0 = 1 / 2 ∧ foldWeight (fun _ : ZMod 4 => 0) 0 = 1 ∧
      irreducibleSum (fun _ => 0) crossTensor 0 0 = 1 := by
  have sum4 : ∀ f : ZMod 4 → Matrix (Fin 2) (Fin 2) ℝ,
      ∑ k, f k = f 0 + f 1 + f 2 + f 3 := fun f => Fin.sum_univ_four f
  have c0 : crossStar 0 = ![1, 0] := rfl
  have c1 : crossStar 1 = ![0, 1] := rfl
  have c2 : crossStar 2 = ![-1, 0] := rfl
  have c3 : crossStar 3 = ![0, -1] := rfl
  refine ⟨?_, ?_, ?_⟩
  · rw [fullAverage, sum4, ZMod.card]
    simp only [crossTensor, velocityTensor, c0, c1, c2, c3]
    norm_num [Matrix.vecMulVec_apply]
  · norm_num [foldWeight, ZMod.card]
  · rw [irreducibleSum_eq, sum4, ZMod.card]
    simp only [crossTensor, velocityTensor, c0]
    norm_num [Matrix.vecMulVec_apply]

/-- Averaging the tensor of the single representative (1,0) over the rotations by 0, 1, 2 and 3
quarter turns restores the full average on the four-point star. -/
theorem crossStar_symmetrized :
    symmetrize rotation (irreducibleSum (fun _ => 0) crossTensor) = fullAverage crossTensor :=
  symmetrize_irreducibleSum crossStar_witness.1 crossStar_witness.2

end

end TensorSymmetrization
```

```lean
#print axioms TensorSymmetrization.irreducibleSum_eq_fullAverage_iff
#print axioms TensorSymmetrization.trace_irreducibleSum
#print axioms TensorSymmetrization.crossStar_counterexample
#print axioms TensorSymmetrization.crossStar_symmetrized
```

```
'TensorSymmetrization.irreducibleSum_eq_fullAverage_iff' depends on axioms: [propext, Classical.choice, Quot.sound]
'TensorSymmetrization.trace_irreducibleSum' depends on axioms: [propext, Classical.choice, Quot.sound]
'TensorSymmetrization.crossStar_counterexample' depends on axioms: [propext, Classical.choice, Quot.sound]
'TensorSymmetrization.crossStar_symmetrized' depends on axioms: [propext, Classical.choice, Quot.sound]
```

### What the theorems say

The types `G`, `K` and `n` are the symmetry group, the mesh and the set of Cartesian indices. `MulAction G K` says that the operations map the mesh to itself, so a shifted mesh that breaks the symmetry is not covered. `IsCovariant`, `fullAverage`, `foldWeight`, `irreducibleSum` and `symmetrize` are the covariance condition, $\bar T$, $w_p$, $I$ and $S$. The sum in `irreducibleSum` runs over all of `K`, but points that represent nothing have weight zero.

`symmetrize_irreducibleSum` states $S(I)=\bar T$ under two hypotheses: `hT` is covariance, and `hr` says that every point can be reached from its representative. The map `r` may keep more than one representative per star. The matrices `ρ` need be neither orthogonal nor a representation of the group; covariance is all that the proof uses. Under the same two hypotheses, `irreducibleSum_eq_fullAverage_iff` is the invariance criterion. `trace_irreducibleSum` also keeps both and adds orthogonality as the hypothesis `hρ`.

In the example, `ZMod 4` labels the points counter-clockwise, starting with $(1,0)$ at label 0. The group is `Multiplicative (ZMod 4)`, the same four residues written multiplicatively, and it acts by adding to the label. `rotation` is the corresponding power of the quarter-turn matrix. The folding map `fun _ => 0` sends every point to $(1,0)$.

`crossStar_counterexample` then contains three equations: the full $xx$ average is $1/2$, the weight of the representative is 1, and the raw $xx$ sum is 1. `crossStar_symmetrized` is an equality of whole matrices, not only of their $xx$ entries.

For independent electrons on a finite symmetric mesh, the result applies to transport tensors built from $f(k)\,v_i(k)v_j(k)$ at irreducible k-points, provided that $f$ is invariant under the operations and the velocities rotate with the k-point. `velocityTensor` describes a single band, but a band-summed tensor can enter the general theorems directly if it is covariant. Covariance is assumed there and not derived from a Hamiltonian, and convergence with mesh density is a separate matter.

### How the proof follows the calculation

`velocityTensor_covariant` inserts the transformation rules for `f` and `v` and moves the two matrices into the outer product. `irreducibleSum_eq` is the regrouping step: `Finset.sum_fiberwise` splits the mesh sum by representative, and each inner sum has a constant term, so it becomes a point count times `T p`. `rotate_average` carries the conjugation inside the sum and applies covariance to each term.

Within `symmetrize_irreducibleSum`, the statement `orbit` is the substitution $g\to gh$, made with `Equiv.mulRight h`. The statement `key` exchanges the two sums, applies `orbit`, exchanges them back and uses `MulAction.toPerm g` to express that `g` permutes the mesh. The last rewrite cancels the factor $|G|$.

The criterion is proved in its two directions as above. One uses the permutation of the mesh, and the other replaces every term of the group average by the same matrix. The trace theorem obtains $\operatorname{tr}(\rho I\rho^T)=\operatorname{tr}I$ from `Matrix.trace_mul_cycle` and orthogonality.

`crossStar_witness` shows that the star satisfies the hypotheses of the general theorem. Its statement `step` checks the four cases of a single quarter turn, and `turns` extends this to any number of turns by induction. This gives $v(gk)=\rho(g)v(k)$, from which covariance follows by `velocityTensor_covariant`. Reachability is immediate, since adding `k` to label 0 gives `k`.

For the counterexample, `sum4` writes out the four-term sum, `c0` to `c3` supply the vectors, and `norm_num` evaluates the numbers. The final theorem applies `symmetrize_irreducibleSum` to the two parts of the witness.
